# Integer-spin levels containing m are degenerate under n-fold symmetry and time reversal if n does not divide 2m

Suppose that the Hamiltonian of an integer spin with an n-fold axis is time-reversal invariant and is diagonalised one class of $m$ modulo $n$ at a time. If $n$ does not divide $2r$, an eigenvector found in the class of $r$ gives a second one by time reversal, without another diagonalisation. This second eigenvector has the same energy and is orthogonal to the first.

```lean
import Mathlib

open Matrix
open scoped ComplexOrder

namespace TunnelSplitting

noncomputable section

/-- State vectors of a multiplet with integer angular momentum `j`. -/
abbrev State (j : ℕ) := Fin (2 * j + 1) → ℂ

/-- Operators on the multiplet, as matrices in the basis of `Jz` eigenstates. -/
abbrev Op (j : ℕ) := Matrix (Fin (2 * j + 1)) (Fin (2 * j + 1)) ℂ

/-- The magnetic quantum number `m = k - j` of the basis state `k = 0, ..., 2j`. -/
def mz {j : ℕ} (k : Fin (2 * j + 1)) : ℤ := ((k : ℕ) : ℤ) - j

/-- The rotation `exp(-2πi Jz/n)` about the z axis, for `n ≠ 0`. -/
def rotation (j n : ℕ) : Op j :=
  diagonal fun k => Complex.exp (-(2 * Real.pi * Complex.I) * (mz k : ℂ) / (n : ℂ))

/-- Antilinear time reversal: the amplitude at `m` becomes `(-1)^(j+m)` times the
conjugate of the amplitude at `-m`. -/
def timeReversal {j : ℕ} (v : State j) : State j :=
  fun k => (-1) ^ (k : ℕ) * star (v k.rev)

/-- The part of a state with `m` congruent to `r` modulo `n`. -/
def sector {j : ℕ} (n : ℕ) (r : ℤ) (v : State j) : State j :=
  fun k => if (n : ℤ) ∣ mz k - r then v k else 0

/-- The axial anisotropy operator `Jz²`. -/
def axial (j : ℕ) : Op j := diagonal fun k => (mz k : ℂ) ^ 2

/-- Index reversal changes `m` to `-m`, and time reversal sends the basis state `m` to
`(-1)^(j-m)` times the basis state `-m`. -/
theorem timeReversal_basis {j : ℕ} (k : Fin (2 * j + 1)) :
    mz k.rev = -mz k ∧ timeReversal (Pi.single k 1 : State j) =
      ((-1 : ℂ) ^ ((j : ℤ) - mz k)) • (Pi.single k.rev 1 : State j) := by
  have hk := k.isLt
  have hrev : (j : ℤ) - mz k = ((k.rev : ℕ) : ℤ) := by
    unfold mz
    rw [Fin.val_rev]
    omega
  refine ⟨by unfold mz at *; omega, ?_⟩
  rw [hrev, zpow_natCast]
  funext i
  by_cases hi : i = k.rev
  · subst hi
    simp [timeReversal]
  · have hi' : i.rev ≠ k := fun h => hi (by rw [← h, Fin.rev_rev])
    simp [timeReversal, hi, hi']

/-- An operator that commutes with the rotation by `2π/n`, `n ≠ 0`, couples only states whose
magnetic quantum numbers differ by a multiple of `n`. -/
theorem selection_rule {j n : ℕ} (hn : n ≠ 0) {H : Op j}
    (hR : H * rotation j n = rotation j n * H) (k l : Fin (2 * j + 1)) (hkl : H k l ≠ 0) :
    (n : ℤ) ∣ mz k - mz l := by
  have e := congrFun (congrFun hR k) l
  rw [rotation, mul_diagonal, diagonal_mul, mul_comm] at e
  -- the two rotation phases agree, so their exponents differ by a multiple of 2πi
  obtain ⟨t, ht⟩ := Complex.exp_eq_exp_iff_exists_int.1 (mul_right_cancel₀ hkl e)
  have h := congrArg (fun z => z * (n : ℂ)) ht
  simp only [add_mul, div_mul_cancel₀ _ (Nat.cast_ne_zero.2 hn : (n : ℂ) ≠ 0)] at h
  have h1 : (2 * Real.pi * Complex.I) * ((mz k : ℂ) - mz l - n * t) = 0 := by
    linear_combination h
  have h2 := (mul_eq_zero.mp h1).resolve_left Complex.two_pi_I_ne_zero
  have h3 : mz k - mz l - n * t = 0 := by exact_mod_cast h2
  exact ⟨t, by linarith⟩

/-- An operator with `n`-fold symmetry, `n ≠ 0`, commutes with the projection on a class of
`m` modulo `n`. -/
theorem mulVec_sector {j n : ℕ} (hn : n ≠ 0) {H : Op j}
    (hR : H * rotation j n = rotation j n * H) (r : ℤ) (v : State j) :
    H *ᵥ sector n r v = sector n r (H *ᵥ v) := by
  funext k
  simp only [sector, mulVec, dotProduct]
  have h : ∀ l, H k l * (if (n : ℤ) ∣ mz l - r then v l else 0) =
      if (n : ℤ) ∣ mz k - r then H k l * v l else 0 := by
    intro l
    by_cases h0 : H k l = 0
    · simp [h0]
    · have e : (n : ℤ) ∣ mz l - r ↔ (n : ℤ) ∣ mz k - r := by
        rw [← sub_add_sub_cancel (mz k) (mz l) r]
        exact (dvd_add_right (selection_rule hn hR k l h0)).symm
      simp only [e, mul_ite, mul_zero]
  simp only [h]
  by_cases hk : (n : ℤ) ∣ mz k - r <;> simp [hk]

/-- The energy of a nonzero eigenvector of a Hermitian operator is real. -/
theorem energy_real {j : ℕ} {H : Op j} (hH : H.IsHermitian) {v : State j} {E : ℂ}
    (h0 : v ≠ 0) (hv : H *ᵥ v = E • v) : star E = E := by
  have h1 : star v ⬝ᵥ (H *ᵥ v) = E * (star v ⬝ᵥ v) := by
    rw [hv, dotProduct_smul, smul_eq_mul]
  have h2 : star v ⬝ᵥ (H *ᵥ v) = star E * (star v ⬝ᵥ v) := by
    have h : star v ᵥ* H = star (H *ᵥ v) := by rw [star_mulVec, hH.eq]
    rw [dotProduct_mulVec, h, hv, star_smul, smul_dotProduct, smul_eq_mul]
  exact mul_right_cancel₀ (fun h => h0 (dotProduct_star_self_eq_zero.1 h)) (h2.symm.trans h1)

/-- Let a Hermitian `H` commute with time reversal, and let a nonzero eigenvector contain only
`m` congruent to `r` modulo `n`. If `n` does not divide `2r`, its time reverse is a nonzero
orthogonal eigenvector of the same energy. -/
theorem timeReversed_partner {j n : ℕ} {H : Op j} (hH : H.IsHermitian)
    (hT : ∀ w, H *ᵥ timeReversal w = timeReversal (H *ᵥ w)) {v : State j} {E : ℂ}
    (h0 : v ≠ 0) (hv : H *ᵥ v = E • v) {r : ℤ}
    (hs : ∀ k, v k ≠ 0 → (n : ℤ) ∣ mz k - r) (hr : ¬ (n : ℤ) ∣ 2 * r) :
    timeReversal v ≠ 0 ∧ H *ᵥ timeReversal v = E • timeReversal v ∧
      star v ⬝ᵥ timeReversal v = 0 := by
  refine ⟨fun h => h0 ?_, ?_, ?_⟩
  · funext k
    simpa [timeReversal] using congrFun h k.rev
  · rw [hT, hv]
    funext k
    simp only [timeReversal, Pi.smul_apply, smul_eq_mul, star_mul']
    rw [energy_real hH h0 hv]
    ring
  · -- the classes of r and -r are disjoint, so every term of the overlap vanishes
    refine Finset.sum_eq_zero fun k _ => ?_
    by_cases a : v k = 0
    · simp [a]
    by_cases b : v k.rev = 0
    · simp [timeReversal, b]
    have h := dvd_add (hs k a) (hs k.rev b)
    rw [(timeReversal_basis k).1, show mz k - r + (-mz k - r) = -(2 * r) by ring,
      dvd_neg] at h
    exact absurd h hr

/-- Let a Hermitian `H` commute with time reversal and with the rotation by `2π/n`, `n ≠ 0`.
If an eigenvector has a nonzero amplitude at some `m` with `2m` not divisible by `n`, its level
contains a nonzero state and the nonzero, orthogonal time reverse of that state. -/
theorem tunnel_splitting_forbidden {j n : ℕ} (hn : n ≠ 0) {H : Op j} (hH : H.IsHermitian)
    (hR : H * rotation j n = rotation j n * H)
    (hT : ∀ w, H *ᵥ timeReversal w = timeReversal (H *ᵥ w)) {v : State j} {E : ℂ}
    (hv : H *ᵥ v = E • v) {k : Fin (2 * j + 1)} (hk : v k ≠ 0)
    (hm : ¬ (n : ℤ) ∣ 2 * mz k) :
    ∃ w : State j, (w ≠ 0 ∧ H *ᵥ w = E • w) ∧
      (timeReversal w ≠ 0 ∧ H *ᵥ timeReversal w = E • timeReversal w) ∧
      star w ⬝ᵥ timeReversal w = 0 := by
  -- project the eigenvector on the class of m
  have w0 : sector n (mz k) v ≠ 0 := fun h => hk (by simpa [sector] using congrFun h k)
  have hw : H *ᵥ sector n (mz k) v = E • sector n (mz k) v := by
    rw [mulVec_sector hn hR, hv]
    funext l
    simp [sector]
  obtain ⟨t0, ht, ho⟩ := timeReversed_partner hH hT w0 hw
    (fun l hl => by_contra fun h => hl (if_neg h)) hm
  exact ⟨_, ⟨w0, hw⟩, ⟨t0, ht⟩, ho⟩

/-- For every `j` and every `n ≠ 0`, the operator `Jz²` is Hermitian, commutes with the
rotation by `2π/n` and with time reversal, and has each basis state `m` as eigenvector. -/
theorem axial_witness (j n : ℕ) (k : Fin (2 * j + 1)) :
    (axial j).IsHermitian ∧ axial j * rotation j n = rotation j n * axial j ∧
      (∀ w, axial j *ᵥ timeReversal w = timeReversal (axial j *ᵥ w)) ∧
      axial j *ᵥ (Pi.single k 1 : State j) = (mz k : ℂ) ^ 2 • (Pi.single k 1 : State j) := by
  refine ⟨?_, ?_, fun w => ?_, ?_⟩
  · unfold IsHermitian
    rw [axial, diagonal_conjTranspose]
    congr 1
    funext i
    simp
  · rw [axial, rotation, diagonal_mul_diagonal, diagonal_mul_diagonal]
    congr 1
    funext i
    exact mul_comm _ _
  · funext i
    simp only [axial, mulVec_diagonal, timeReversal, (timeReversal_basis i).1, star_mul',
      star_pow, star_intCast]
    push_cast
    ring
  · funext i
    rw [axial, mulVec_diagonal]
    by_cases h : i = k
    · subst h
      simp
    · simp [h]

end

end TunnelSplitting
```

```lean
#print axioms TunnelSplitting.timeReversed_partner
#print axioms TunnelSplitting.tunnel_splitting_forbidden
```

```
'TunnelSplitting.timeReversed_partner' depends on axioms: [propext, Classical.choice, Quot.sound]
'TunnelSplitting.tunnel_splitting_forbidden' depends on axioms: [propext, Classical.choice, Quot.sound]
```

## Two degeneracy statements

Let $j$ be a nonnegative integer, and let $H$ be a Hermitian matrix on the $2j+1$ states with magnetic quantum numbers $m=-j,\dots,j$. Write $\Theta$ for time reversal and $R=e^{-2\pi i J_z/n}$ for the rotation by $2\pi/n$ about the $z$ axis.

The theorem `timeReversed_partner` concerns an eigenvector $v\neq 0$ with $Hv=Ev$ whose nonzero amplitudes all lie at values $m\equiv r \pmod n$. If $H$ commutes with $\Theta$ and $n\nmid 2r$, then $\Theta v$ is nonzero, has the same energy $E$ and is orthogonal to $v$. The rotation does not appear among the hypotheses, because the restriction on the support of $v$ already supplies what is needed.

The theorem `tunnel_splitting_forbidden` starts from an eigenvector of any form. It assumes that $H$ commutes with both $\Theta$ and $R$, and that $v$ has a nonzero amplitude at some $m$ with $n\nmid 2m$. The conclusion is that the level $E$ contains a nonzero state $w$ together with its nonzero, orthogonal time reverse $\Theta w$. The level is therefore at least twofold degenerate.

The second theorem speaks of a new state $w$ because $v$ itself need not be orthogonal to $\Theta v$. For $j=1$, write $e_m$ for the basis state with quantum number $m$. Then $\Theta e_1=e_{-1}$ and $\Theta e_{-1}=e_1$, so the normalised combination $(e_1+e_{-1})/\sqrt2$ is its own time reverse. A numerical diagonaliser may return just such a combination from a degenerate level.

## Tunnelling between m and −m

In an axial anisotropy $-DJ_z^2$ with $D>0$, the states $m$ and $-m$ with $m\neq0$ lie in opposite wells and have equal energies. A transverse term can connect the wells, in which case the pair may split into two combinations of different energy. This difference is the tunnel splitting.

For half-integer spin, Kramers degeneracy forbids it whenever time reversal is a symmetry. For integer spin $\Theta^2=+1$, and time reversal alone gives no such protection. The additional ingredient here is the n-fold axis, which keeps the class of $m$ apart from the class of $-m$ unless $n$ divides $2m$.

The condition has content from $j=1$ and $n=3$ onwards, since $1$ and $2$ divide every $2m$. A threefold axis protects levels with an amplitude at an $m$ that is not a multiple of 3, and a fourfold axis protects those with an amplitude at an odd $m$. It would not be enough to require that $n$ does not divide $m$. For $j=1$ and $n=2$, the operator $J_x^2-J_y^2$ has both symmetries, yet it splits $m=\pm1$ into the simple levels $+1$ and $-1$.

For a simulation of a single integer-spin multiplet, the result provides a check: if the matrix is Hermitian, a splitting found within a protected pair points to numerical error or to a term that breaks one of the two symmetries. Nothing is said about the size of a splitting that is allowed, or about whether it occurs.

## How the matrices encode the spin

A `State j` is a list of $2j+1$ complex amplitudes, and an `Op j` is a matrix acting on it. The index $k$ runs from $0$ to $2j$, and `mz k` is $m_k=k-j$. The order is thus ascending in $m$, which has to be kept in mind when comparing with a program that lists $m=j$ first. States are not normalised; the theorems require only that they be nonzero where this matters.

The matrix `rotation j n` is diagonal with entries $e^{-2\pi i m_k/n}$. The hypothesis `hR` says that $HR=RH$, which is the n-fold rotation symmetry of the Hamiltonian about the $z$ axis.

Time reversal is defined on amplitudes by

$$(\Theta v)_k=(-1)^k\,\overline{v_{2j-k}} .$$

Here $2j-k$ is Lean's `k.rev`, the index of $-m_k$, and `star` is complex conjugation. The theorem `timeReversal_basis` confirms that this is the common phase convention $\Theta e_m=(-1)^{j-m}e_{-m}$. An antilinear map is not a complex matrix, so `hT` expresses commutation by its action on every state $w$, as $H\Theta w=\Theta Hw$. Physically, this excludes a magnetic field and any other term that is odd under time reversal.

The energy `E` is introduced as a complex number, and its reality is derived from Hermiticity. The overlap `star v ⬝ᵥ timeReversal v` is the inner product $\langle v|\Theta v\rangle$.

The model is one isolated multiplet of fixed $j$. Mixing with other multiplets and coupling to nuclear spins or to a bath are absent, and the two symmetries are assumed for $H$, not derived from a microscopic structure.

## The rotation fixes which m can couple

Compare the $(k,l)$ entries of $HR$ and $RH$:

$$H_{kl}\,e^{-2\pi i m_l/n}=e^{-2\pi i m_k/n}\,H_{kl}.$$

If $H_{kl}\neq0$, it can be cancelled and the two phases are equal. Their exponents then differ by $2\pi i t$ for some integer $t$:

$$-\frac{2\pi i m_l}{n}=-\frac{2\pi i m_k}{n}+2\pi i t .$$

Multiplying by $n$ and dividing by $2\pi i$ gives $m_k-m_l=nt$. Only states whose quantum numbers differ by a multiple of $n$ are coupled.

The lemma `selection_rule` follows these lines. It extracts the matrix entry with `congrFun`, cancels `H k l` with `mul_right_cancel₀`, and obtains $t$ from `Complex.exp_eq_exp_iff_exists_int`. The remaining steps clear the denominator and carry the equation from complex numbers back to integers.

Now let $P_r$ keep the amplitudes with $m\equiv r\pmod n$ and set the others to zero; this is `sector n r`. Then

$$(HP_rv)_k=\sum_{l:\;m_l\equiv r}H_{kl}v_l .$$

In every term with $H_{kl}\neq0$ we have $m_l\equiv m_k$, so the condition $m_l\equiv r$ is the same as $m_k\equiv r$. The sum is therefore the whole of $(Hv)_k$ if $m_k\equiv r$, and zero otherwise. Hence $HP_rv=P_rHv$, which is `mulVec_sector`. Its proof separates the terms with $H_{kl}=0$ from the others and applies the selection rule to the latter.

## The time-reversed state has the same energy

For a nonzero eigenvector $v$, evaluate $v^\dagger Hv$ in two ways. Acting to the right gives $E\,v^\dagger v$. Acting to the left, with $H^\dagger=H$, gives $(Hv)^\dagger v=\overline{E}\,v^\dagger v$. Since $v^\dagger v\neq0$, it follows that $\overline{E}=E$. The two evaluations are `h1` and `h2` in `energy_real`, and the last line cancels the squared norm.

Commutation with $\Theta$ and antilinearity then give

$$H\Theta v=\Theta Hv=\Theta(Ev)=\overline{E}\,\Theta v=E\,\Theta v .$$

The state $\Theta v$ is nonzero because its amplitudes are those of $v$ in reverse order, up to conjugation and sign. These are the first two parts of the proof of `timeReversed_partner`: nonvanishing is read off at the reversed index, and the eigenvalue equation is checked amplitude by amplitude after rewriting with `hT` and `hv`.

## Disjoint classes make the pair orthogonal

The overlap is

$$\langle v|\Theta v\rangle=\sum_k(-1)^k\,\overline{v_k}\;\overline{v_{2j-k}} .$$

Suppose that one term is nonzero. Then both $v_k$ and $v_{2j-k}$ are nonzero, and the support condition gives $m_k\equiv r$ and $-m_k\equiv r$ modulo $n$. Adding the two congruences yields $0\equiv2r$, so $n\mid2r$, contrary to the assumption. Every term vanishes, and so does the overlap.

In Lean, `Finset.sum_eq_zero` reduces the claim to single terms. The two `by_cases` lines dispose of the terms with a zero amplitude, and `dvd_add` adds the two divisibility statements for the remaining case.

## Projection extends the argument to any eigenvector

Let $v$ be an eigenvector with $v_k\neq0$ and $n\nmid2m_k$. Set $r=m_k$ and $w=P_rv$. The amplitude at $k$ survives the projection, so $w\neq0$. The projection commutes with $H$, so

$$Hw=HP_rv=P_rHv=E\,P_rv=Ew .$$

By construction $w$ contains only $m\equiv r$, and $n\nmid2r$. The preceding argument applies to $w$ and provides the orthogonal partner $\Theta w$.

The proof of `tunnel_splitting_forbidden` has the same shape: `w0` records that the projected state is nonzero, `hw` that it has energy $E$, and `timeReversed_partner` is then applied to it.

## An axial Hamiltonian that meets the conditions

The theorem `axial_witness` shows that $J_z^2$ is Hermitian and commutes with $R$ and $\Theta$, and that $J_z^2e_m=m^2e_m$. Commutation with $R$ holds because both matrices are diagonal, and commutation with $\Theta$ because $(-m)^2=m^2$ is real. For $j\geq1$ and $n\geq3$, the state $e_1$ therefore satisfies every hypothesis of the main theorem, and its partner is $e_{-1}$ up to a sign. This example contains no transverse coupling, so it confirms that the assumptions are consistent but does not show the symmetry suppressing a tunnelling term.
